# An overtone below twice the fundamental lowers all three two-excitation levels of a vibration coupled to a resonant cavity mode in the rotating-wave model

Take a molecular vibration of frequency $\omega$ in resonance with a cavity mode. If the vibration is treated as harmonic and the coupling in the rotating-wave approximation, the levels with two excitations come out at $2\omega$ and $2\omega\pm2g$, where $g$ is the coupling strength. Single-quantum steps up from the one-excitation levels $\omega\pm g$ then fall exactly on the lines $\omega\pm g$ already present, and a pump–probe spectrum has no new lines to show. If the overtone lies below twice the fundamental, the model below puts all three two-excitation levels lower.

Measured from $2\omega$, the levels in the rotating-wave model used here are one in $(\sqrt2\,g,2g)$, one in $(-\sqrt2\,g,0)$, and one below both $-2g$ and $-D$. Here $D>0$ is the amount by which the overtone falls short of $2\omega$, and $g>0$. For one lossless mode and one vibration, this shifts the steps from $\omega\pm g$ that a harmonic vibration would allow to lower frequency.

```lean
import Mathlib

open Matrix

namespace VibrationalPolaritonPair

noncomputable section
```

## Cavity and vibration in number states

With $\hbar=1$, let $a$ remove a photon and $b$ a vibrational quantum. The Hamiltonian is

$$H=\omega(a^\dagger a+b^\dagger b)+g(a^\dagger b+ab^\dagger)-\tfrac D2\,b^\dagger b^\dagger bb .$$

The single $\omega$ expresses resonance. The constant $g$ is half the splitting of the one-excitation levels. The last term gives a state with $v$ vibrational quanta the energy $-\tfrac D2v(v-1)$, which is $0$ for $v=0,1$ and $-D$ for $v=2$. The letter $D$ is not a dissociation energy here.

The step from a real cavity to this model is the replacement of the full light–matter Hamiltonian by $H$: counter-rotating terms, the diamagnetic or dipole self-energy term, losses, further modes and further molecules are left out. The coupling also keeps the harmonic ratio $\sqrt2$ between the matrix elements of the second and the first vibrational step, which an anharmonic vibration in general obeys only approximately.

All that is needed of $b$, and equally of $a$, is $\langle m|b|n\rangle=\sqrt n$ when $m+1=n$, and zero otherwise.

```lean
/-- Matrix element `⟨m|b|n⟩` of the lowering operator between number states. -/
def lower (m n : ℕ) : ℝ := if m + 1 = n then √(n : ℝ) else 0
```

A state is a pair (photons, vibrational quanta). Between $p=(p_1,p_2)$ and $q=(q_1,q_2)$, the exchange term $a^\dagger b$ has the element $\langle p_1|a^\dagger|q_1\rangle\langle p_2|b|q_2\rangle$. Since the elements are real, $\langle p_1|a^\dagger|q_1\rangle=\langle q_1|a|p_1\rangle$, which accounts for the swapped arguments in `lower q.1 p.1`. In Lean, `.1` and `.2` are the two components of a pair.

```lean
/-- Matrix element `⟨p|H|q⟩` of `H = ω(a†a + b†b) + g(a†b + ab†) - (D/2) b†b†bb`, where a
state is a pair (number of photons, number of vibrational quanta). -/
def hamiltonian (ω g D : ℝ) (p q : ℕ × ℕ) : ℝ :=
  (if p = q then ω * ((q.1 : ℝ) + (q.2 : ℝ)) - D / 2 * ((q.2 : ℝ) * ((q.2 : ℝ) - 1)) else 0)
    + g * (lower q.1 p.1 * lower p.2 q.2 + lower p.1 q.1 * lower q.2 p.2)
```

## The three states with two excitations

The exchange terms trade one photon for one vibrational quantum, so $H$ preserves the total number of excitations. Two excitations can be distributed as $|2,0\rangle$, $|1,1\rangle$ or $|0,2\rangle$, numbered 0, 1, 2 in Lean.

```lean
/-- The three states with two excitations in total: two photons, one photon and one
vibrational quantum, two vibrational quanta. -/
def pairState : Fin 3 → ℕ × ℕ := ![(2, 0), (1, 1), (0, 2)]
```

Each coupling involves one factor $\sqrt2$ and one factor $1$; for instance $\langle1,1|ab^\dagger|2,0\rangle=\sqrt2\cdot1$. The states $|2,0\rangle$ and $|0,2\rangle$ are not coupled directly. Apart from the common energy $2\omega$, this leaves

$$B=\begin{pmatrix}0&\sqrt2\,g&0\\ \sqrt2\,g&0&\sqrt2\,g\\ 0&\sqrt2\,g&-D\end{pmatrix}.$$

```lean
/-- The resonant two-excitation block with coupling `g` and anharmonicity `D`. -/
def block (g D : ℝ) : Matrix (Fin 3) (Fin 3) ℝ :=
  !![0, √2 * g, 0; √2 * g, 0, √2 * g; 0, √2 * g, -D]
```

A level is a real number $E$ for which $Bv=Ev$ has a nonzero solution $v$. The vector need not be normalised. Real vectors suffice because $B$ is real and symmetric.

```lean
/-- `E` is a level of the block: some nonzero state vector is an eigenvector with
eigenvalue `E`. -/
def IsLevel (g D E : ℝ) : Prop :=
  ∃ v : Fin 3 → ℝ, v ≠ 0 ∧ block g D *ᵥ v = E • v
```

The levels will be found from the cubic

$$f(E)=E^3+DE^2-4g^2E-2g^2D,$$

called `secular` in the code.

```lean
/-- The secular polynomial of the two-excitation block. -/
def secular (g D E : ℝ) : ℝ := E ^ 3 + D * E ^ 2 - 4 * g ^ 2 * E - 2 * g ^ 2 * D
```

The next theorem confirms that $B$ follows from the matrix elements of $H$: the nine elements between the three states form $2\omega\,\mathbb 1+B$, for all real $\omega$, $g$, $D$. The proof goes through the nine entries one at a time and evaluates each. That elements to states with another excitation number vanish is the short argument given above, and the theorem does not state it.

```lean
/-- Between the two-excitation states the Hamiltonian is the energy `2ω` plus the block. -/
theorem hamiltonian_pairState (ω g D : ℝ) :
    Matrix.of (fun i j => hamiltonian ω g D (pairState i) (pairState j))
      = (2 * ω) • (1 : Matrix (Fin 3) (Fin 3) ℝ) + block g D := by
  ext i j
  fin_cases i <;> fin_cases j <;>
    simp [hamiltonian, pairState, lower, block] <;> ring
```

## From eigenvectors to a cubic

Expanding along the first row, with $s=\sqrt2\,g$ and $s^2=2g^2$,

$$\det(B-E)=-E\,[E(D+E)-s^2]+s^2(D+E)=-f(E).$$

A nonzero $v$ with $(B-E)v=0$ exists exactly when this determinant vanishes. Hence $E$ is a level if and only if $f(E)=0$, for any real $g$ and $D$.

In the proof, `key` is the determinant, with `h2` supplying $(\sqrt2)^2=2$. The step `hv` rewrites $(B-E)v$ as $Bv-Ev$, and Mathlib's `Matrix.exists_mulVec_eq_zero_iff` provides the equivalence.

```lean
/-- The levels of the block are the roots of its secular polynomial. -/
theorem isLevel_iff_secular (g D E : ℝ) : IsLevel g D E ↔ secular g D E = 0 := by
  have h2 : √2 ^ 2 = (2 : ℝ) := Real.sq_sqrt (by norm_num)
  have key : (block g D - E • (1 : Matrix (Fin 3) (Fin 3) ℝ)).det = -secular g D E := by
    rw [Matrix.det_fin_three]
    simp [block, secular]
    linear_combination (2 * g ^ 2 * E + g ^ 2 * D) * h2
  have hv : ∀ v : Fin 3 → ℝ, (block g D - E • (1 : Matrix (Fin 3) (Fin 3) ℝ)) *ᵥ v
      = block g D *ᵥ v - E • v := by
    intro v
    rw [Matrix.sub_mulVec, Matrix.smul_mulVec, Matrix.one_mulVec]
  -- a nonzero eigenvector exists exactly when the determinant vanishes
  have h := Matrix.exists_mulVec_eq_zero_iff
    (M := block g D - E • (1 : Matrix (Fin 3) (Fin 3) ℝ))
  rw [key, neg_eq_zero] at h
  rw [← h]
  unfold IsLevel
  simp only [hv, sub_eq_zero]
```

## The harmonic case

At $D=0$ the cubic factors:

$$f(E)=E^3-4g^2E=E(E-2g)(E+2g).$$

The levels are therefore exactly $0$, $2g$ and $-2g$. This holds for every real $g$; at $g=0$ the three values coincide. The proof splits the vanishing product into its factors, and the converse is substitution.

```lean
/-- For `D = 0` (harmonic vibration) the levels of the two-excitation block, which are measured from
`2ω`, are exactly `0`, `2g` and `-2g`. -/
theorem harmonic_levels (g E : ℝ) :
    IsLevel g 0 E ↔ E = 0 ∨ E = 2 * g ∨ E = -(2 * g) := by
  rw [isLevel_iff_secular]
  unfold secular
  constructor
  · intro h
    have hf : E * ((E - 2 * g) * (E + 2 * g)) = 0 := by linear_combination h
    rcases mul_eq_zero.1 hf with h0 | h0
    · exact Or.inl h0
    · rcases mul_eq_zero.1 h0 with h1 | h1
      · exact Or.inr (Or.inl (by linarith))
      · exact Or.inr (Or.inr (by linarith))
  · rintro (h | h | h) <;> rw [h] <;> ring
```

## No fourth root

Let $u,m,l$ be three different roots of $f$, and let $E$ be a root other than $u$ and $m$. For a root $x\neq u$, dividing $f(x)-f(u)=0$ by $x-u$ gives

$$x^2+xu+u^2+D(x+u)-4g^2=0 .$$

Subtract the same equation for $m$ and divide by $x-m$, for $x\ne m$:

$$x+m+u+D=0 .$$

This holds for $x=E$ and for $x=l$, so $E=l$. In the code, `q` is the first division and `t` the second.

```lean
/-- For three different roots of the secular polynomial there is no fourth. -/
theorem secular_roots {g D u m l E : ℝ} (hum : u ≠ m) (hul : u ≠ l) (hml : m ≠ l)
    (hu : secular g D u = 0) (hm : secular g D m = 0) (hl : secular g D l = 0)
    (hE : secular g D E = 0) : E = u ∨ E = m ∨ E = l := by
  unfold secular at hu hm hl hE
  by_cases h1 : E = u
  · exact Or.inl h1
  by_cases h2 : E = m
  · exact Or.inr (Or.inl h2)
  -- first divided differences with respect to the root `u`
  have q : ∀ x : ℝ, x ≠ u → x ^ 3 + D * x ^ 2 - 4 * g ^ 2 * x - 2 * g ^ 2 * D = 0 →
      x ^ 2 + x * u + u ^ 2 + D * (x + u) - 4 * g ^ 2 = 0 := by
    intro x hx h
    apply mul_left_cancel₀ (sub_ne_zero.2 hx)
    linear_combination h - hu
  have qm := q m hum.symm hm
  -- second divided differences fix the sum of the roots
  have t : ∀ x : ℝ, x ≠ m → x ^ 2 + x * u + u ^ 2 + D * (x + u) - 4 * g ^ 2 = 0 →
      x + m + u + D = 0 := by
    intro x hx h
    apply mul_left_cancel₀ (sub_ne_zero.2 hx)
    linear_combination h - qm
  have tE := t E h2 (q E h1 hE)
  have tl := t l hml.symm (q l hul.symm hl)
  exact Or.inr (Or.inr (by linarith))
```

## Where the anharmonic levels lie

Let $g,D>0$ and keep $s=\sqrt2\,g$, so that $0<s<2g$. The cubic takes these values:

| $E$ | $f(E)$ | sign |
|---|---|---|
| $-(2g+D)$ | $-6g^2D-2gD^2$ | $-$ |
| $-2g$ | $2g^2D$ | $+$ |
| $-s$ | $2g^2s$ | $+$ |
| $0$ | $-2g^2D$ | $-$ |
| $s$ | $-2g^2s$ | $-$ |
| $2g$ | $2g^2D$ | $+$ |

By continuity there is a root $l$ in $(-(2g+D),-2g)$, a root $m$ in $(-s,0)$ and a root $u$ in $(s,2g)$. They are different, so there are no others.

It remains to show $l<-D$. Write

$$f(l)=(l+D)(l^2-2g^2)-2g^2l .$$

If $l\ge-D$, the first term is nonnegative, because $l<-2g$ makes $l^2>2g^2$. The second is positive because $l<0$. Then $f(l)>0$, which contradicts $f(l)=0$.

The theorem states that numbers $u,m,l$ with these bounds exist and that $E$ is a level exactly when it equals one of them. In the proof, `f1` to `f6` are the signs in the table, `intermediate_value_Ioo` and its primed version for a falling sign change give the roots, and `hlD` is the last argument.

```lean
/-- For `g > 0` and `D > 0` the block has exactly three levels: one between `√2 g` and `2g`,
one between `-√2 g` and `0`, and one below both `-2g` and `-D`. -/
theorem anharmonic_levels {g D : ℝ} (hg : 0 < g) (hD : 0 < D) :
    ∃ u m l : ℝ, (√2 * g < u ∧ u < 2 * g) ∧ (-(√2 * g) < m ∧ m < 0) ∧
      (l < -(2 * g) ∧ l < -D) ∧ ∀ E, IsLevel g D E ↔ E = u ∨ E = m ∨ E = l := by
  obtain ⟨s, hs⟩ : ∃ s : ℝ, s = √2 * g := ⟨_, rfl⟩
  have hs0 : 0 < s := by rw [hs]; positivity
  have hs2 : s ^ 2 = 2 * g ^ 2 := by
    rw [hs, mul_pow, Real.sq_sqrt (by norm_num : (0 : ℝ) ≤ 2)]
  have hsg : s < 2 * g := by nlinarith [mul_pos hg hg]
  rw [← hs]
  have hc : Continuous (secular g D) := by
    show Continuous (fun E : ℝ => E ^ 3 + D * E ^ 2 - 4 * g ^ 2 * E - 2 * g ^ 2 * D)
    fun_prop
  -- signs of the secular polynomial at the ends of the intervals
  have f1 : secular g D s < 0 := by
    have e : secular g D s = -(2 * g ^ 2 * s) := by
      unfold secular
      linear_combination (s + D) * hs2
    rw [e]
    exact neg_lt_zero.2 (by positivity)
  have f2 : 0 < secular g D (2 * g) := by
    have e : secular g D (2 * g) = 2 * g ^ 2 * D := by unfold secular; ring
    rw [e]
    positivity
  have f3 : 0 < secular g D (-s) := by
    have e : secular g D (-s) = 2 * g ^ 2 * s := by
      unfold secular
      linear_combination (D - s) * hs2
    rw [e]
    positivity
  have f4 : secular g D 0 < 0 := by
    have e : secular g D 0 = -(2 * g ^ 2 * D) := by unfold secular; ring
    rw [e]
    exact neg_lt_zero.2 (by positivity)
  have f5 : 0 < secular g D (-(2 * g)) := by
    have e : secular g D (-(2 * g)) = 2 * g ^ 2 * D := by unfold secular; ring
    rw [e]
    positivity
  have f6 : secular g D (-(2 * g + D)) < 0 := by
    have e : secular g D (-(2 * g + D)) = -(6 * g ^ 2 * D + 2 * g * D ^ 2) := by
      unfold secular; ring
    rw [e]
    exact neg_lt_zero.2 (by positivity)
  obtain ⟨u, ⟨hu1, hu2⟩, hu⟩ := intermediate_value_Ioo hsg.le hc.continuousOn
    (show (0 : ℝ) ∈ Set.Ioo (secular g D s) (secular g D (2 * g)) from ⟨f1, f2⟩)
  obtain ⟨m, ⟨hm1, hm2⟩, hm⟩ := intermediate_value_Ioo' (by linarith : -s ≤ 0)
    hc.continuousOn
    (show (0 : ℝ) ∈ Set.Ioo (secular g D 0) (secular g D (-s)) from ⟨f4, f3⟩)
  obtain ⟨l, ⟨_, hl2⟩, hl⟩ := intermediate_value_Ioo
    (by linarith : -(2 * g + D) ≤ -(2 * g)) hc.continuousOn
    (show (0 : ℝ) ∈ Set.Ioo (secular g D (-(2 * g + D))) (secular g D (-(2 * g)))
      from ⟨f6, f5⟩)
  -- the lowest root also lies below `-D`
  have hlD : l < -D := by
    by_contra hcon
    have h1 : 0 ≤ l + D := by linarith
    have h2 : 0 ≤ l ^ 2 - 2 * g ^ 2 := by nlinarith [mul_pos hg hg]
    have h3 : 0 < g ^ 2 * (-l) := mul_pos (by positivity) (by linarith)
    have h4 := mul_nonneg h1 h2
    unfold secular at hl
    nlinarith
  refine ⟨u, m, l, ⟨hu1, hu2⟩, ⟨hm1, hm2⟩, ⟨hl2, hlD⟩, fun E => ?_⟩
  rw [isLevel_iff_secular]
  constructor
  · exact secular_roots (by linarith : m < u).ne' (by linarith : l < u).ne'
      (by linarith : l < m).ne' hu hm hl
  · rintro (h | h | h) <;> rw [h] <;> assumption
```

## How far the top level moves

The interval $(\sqrt2\,g,2g)$ has one end for each limit of the anharmonicity. Let $E>s$ be a level; by the previous theorem it is the top one. The equation $f(E)=0$ reads

$$E(4g^2-E^2)=D(E^2-2g^2).$$

The right side is positive, so $E<2g$. Dividing by $E(E+2g)$ gives

$$2g-E=\frac{D(E^2-2g^2)}{E(E+2g)}<\frac D4 ,$$

where the inequality is equivalent to $(2g-E)(3E+4g)>0$. The bound $2g-D/4$ is the first-order perturbation energy: the harmonic top state $\tfrac12(1,\sqrt2,1)$ has weight $\tfrac14$ on $|0,2\rangle$.

For the other side, divide the same equation by $E+s$:

$$D(E-s)=\frac{E(4g^2-E^2)}{E+s}<g^2 .$$

This inequality holds because

$$g^2(E+s)-E(4g^2-E^2)=(E-s)(E^2-2g^2+Es)+g^2(E-s)>0 .$$

Together,

$$2g-\frac D4<E<\sqrt2\,g+\frac{g^2}{D}.$$

The left bound is sharp for weak anharmonicity. The right one forces $E$ towards $\sqrt2\,g$ for strong anharmonicity, where the doubly excited vibration is out of reach.

Lean proves both bounds by contradiction. It multiplies the negated inequality by the positive denominator, and `nlinarith` combines the result with the products above, supplied as `h2`, `h3` and `h4`.

```lean
/-- For `g > 0` and `D > 0`, a level of the block above `√2 g` is greater than `2g - D/4` and less
than `√2 g + g²/D`. -/
theorem upper_level_bounds {g D E : ℝ} (hg : 0 < g) (hD : 0 < D)
    (hE : IsLevel g D E) (hgE : √2 * g < E) :
    2 * g - D / 4 < E ∧ E < √2 * g + g ^ 2 / D := by
  rw [isLevel_iff_secular] at hE
  unfold secular at hE
  obtain ⟨s, hs⟩ : ∃ s : ℝ, s = √2 * g := ⟨_, rfl⟩
  have hs0 : 0 < s := by rw [hs]; positivity
  have hs2 : s ^ 2 = 2 * g ^ 2 := by
    rw [hs, mul_pow, Real.sq_sqrt (by norm_num : (0 : ℝ) ≤ 2)]
  rw [← hs] at hgE ⊢
  have hE0 : 0 < E := hs0.trans hgE
  have hE2 : 0 < E ^ 2 - 2 * g ^ 2 := by nlinarith
  constructor
  · have hlt : E < 2 * g := by
      by_contra hcon
      have h1 : 0 ≤ E - 2 * g := by linarith
      have h2 : 0 ≤ (E - 2 * g) * (E * (E + 2 * g)) := mul_nonneg h1 (by positivity)
      have h3 := mul_pos hD hE2
      nlinarith
    by_contra hcon
    have h1 : 0 ≤ 2 * g - D / 4 - E := by linarith
    have h2 : 0 ≤ (2 * g - D / 4 - E) * (E * (E + 2 * g)) := mul_nonneg h1 (by positivity)
    have h3 : 0 < D * ((2 * g - E) * (3 * E + 4 * g)) :=
      mul_pos hD (mul_pos (by linarith) (by positivity))
    nlinarith
  · have hmain : (E - s) * D < g ^ 2 := by
      by_contra hcon
      have h1 : 0 ≤ (E - s) * D - g ^ 2 := by linarith
      have h2 : 0 ≤ ((E - s) * D - g ^ 2) * (E + s) := mul_nonneg h1 (by positivity)
      have h3 : 0 < (E - s) * (E ^ 2 - 2 * g ^ 2 + E * s) :=
        mul_pos (by linarith) (by positivity)
      have h4 : 0 < g ^ 2 * (E - s) := mul_pos (by positivity) (by linarith)
      have e1 : D * s ^ 2 = D * (2 * g ^ 2) := by rw [hs2]
      have e2 : E * s ^ 2 = E * (2 * g ^ 2) := by rw [hs2]
      nlinarith
    have h := (lt_div_iff₀ hD).2 hmain
    linarith

end

end VibrationalPolaritonPair
```

```lean
#print axioms VibrationalPolaritonPair.hamiltonian_pairState
#print axioms VibrationalPolaritonPair.harmonic_levels
#print axioms VibrationalPolaritonPair.anharmonic_levels
#print axioms VibrationalPolaritonPair.upper_level_bounds
```

```
'VibrationalPolaritonPair.hamiltonian_pairState' depends on axioms: [propext, Classical.choice, Quot.sound]
'VibrationalPolaritonPair.harmonic_levels' depends on axioms: [propext, Classical.choice, Quot.sound]
'VibrationalPolaritonPair.anharmonic_levels' depends on axioms: [propext, Classical.choice, Quot.sound]
'VibrationalPolaritonPair.upper_level_bounds' depends on axioms: [propext, Classical.choice, Quot.sound]
```

## Levels for $g=1$, $D=3$

Here the cubic factors by inspection:

$$E^3+3E^2-4E-6=(E+1)(E^2+2E-6).$$

The levels are $-1+\sqrt7\approx1.646$, $-1$ and $-1-\sqrt7\approx-3.646$. The first lies between $\sqrt2\approx1.414$ and $2$, the second between $-1.414$ and $0$, and the third below both $-2$ and $-3$. The bounds on the top level are $1.25$ and about $1.748$.

## An overtone above twice the fundamental

The condition $D>0$ in `anharmonic_levels` cannot be weakened to $D\neq0$. For $g=1$ and $D=-3$ the cubic is

$$E^3-3E^2-4E+6=(E-1)(E^2-2E-6),$$

with roots $1+\sqrt7\approx3.646$, $1$ and $1-\sqrt7\approx-1.646$. None of them lies in $(\sqrt2,2)$: the top level has moved up from $2g$ instead of down.
